# Worst-case error reduction by exact line search in a quadratic SCF model

## The error, its energy and the damped step

Close to a converged SCF solution, let e be the remaining error in the orbital or density parameters. To second order, the energy excess is ½⟨e,He⟩, with H = A + K. Here A holds the orbital-energy differences and K the coupling through the Hartree and exchange-correlation response. To first order, the undamped SCF step subtracts A⁻¹He from the error and leaves −A⁻¹Ke. Damping subtracts only t A⁻¹He, and optimal damping chooses t by minimising the energy.

In Lean, `A` and `H` are real square matrices over a finite index type `n`, and K is simply H − A.

```lean
import Mathlib

open Matrix

namespace OptimalDamping

noncomputable section

/- `A` is the preconditioner, `H = A + K` the full Hessian, `e` the error vector. -/
variable {n : Type*} [Fintype n] [DecidableEq n] {A H : Matrix n n ℝ} {a b : ℝ}
```

`energy` omits the factor ½, so it is twice the energy excess and not the total SCF energy.

```lean
/-- The quadratic error energy `⟨e, H e⟩`. -/
def energy (H : Matrix n n ℝ) (e : n → ℝ) : ℝ := e ⬝ᵥ H *ᵥ e
```

`direction` is d = A⁻¹He. For positive definite A and He ≠ 0 it points uphill, and the step subtracts a multiple of it.

```lean
/-- The preconditioned gradient `A⁻¹ H e`, for invertible `A`. -/
def direction (A H : Matrix n n ℝ) (e : n → ℝ) : n → ℝ := A⁻¹ *ᵥ (H *ᵥ e)
```

The step length is t* = ⟨He,d⟩/⟨d,Hd⟩. At e = 0 this reads 0/0, which Lean sets to 0. Since d = 0 there, a converged error stays converged whatever the step length.

```lean
/-- The step length `⟨H e, d⟩ / ⟨d, H d⟩` with `d = A⁻¹ H e`, for `⟨d, H d⟩ ≠ 0`. -/
def stepLength (A H : Matrix n n ℝ) (e : n → ℝ) : ℝ :=
  (H *ᵥ e ⬝ᵥ direction A H e) / energy H (direction A H e)

/-- One damped update of the error along `-A⁻¹ H e`, for `A⁻¹ H e` of nonzero energy. -/
def step (A H : Matrix n n ℝ) (e : n → ℝ) : n → ℝ :=
  e - stepLength A H e • direction A H e
```

Only real eigenvalues are considered, each with a nonzero real eigenvector. For positive definite A and symmetric H, A⁻¹H has no others.

```lean
/-- `μ` is a real eigenvalue of `M`: some nonzero `v` has `M v = μ v`. -/
def IsEigenvalue (M : Matrix n n ℝ) (μ : ℝ) : Prop := ∃ v, v ≠ 0 ∧ M *ᵥ v = μ • v
```

The model replaces the nonlinear energy by this quadratic form and the SCF step by its linear part, with t free to take any real value. Optimal damping of density matrices differs from it: t is usually confined to [0,1], and the mixed density matrices are in general not idempotent, so their energy departs from this form already at second order.

## H positive definite: a stable solution

Physically, the solution is a strict local minimum, with redundant orbital rotations removed. By hand, the symmetry of H gives a parabola along the line:

⟨e−td, H(e−td)⟩ = ⟨e,He⟩ − 2t⟨He,d⟩ + t²⟨d,Hd⟩.

If d ≠ 0, positivity gives ⟨d,Hd⟩ > 0. Completing the square shows that the value at t exceeds the value at t* by (t−t*)²⟨d,Hd⟩ ≥ 0. The theorem states the resulting inequality for every real t; if d = 0, both sides are equal.

```lean
/-- For positive definite `H` the update is an exact line search: no other step length
along the same direction gives a lower energy. -/
theorem energy_step_minimal (hH : H.PosDef) (e : n → ℝ) (t : ℝ) :
    energy H (step A H e) ≤ energy H (e - t • direction A H e) := by
  by_cases hd : direction A H e = 0
  · simp [step, hd]
  have hD : 0 < energy H (direction A H e) := by
    simpa only [energy, star_trivial] using hH.dotProduct_mulVec_pos hd
  have hp : H *ᵥ e ⬝ᵥ direction A H e
      = stepLength A H e * energy H (direction A H e) := by
    rw [stepLength, div_mul_cancel₀ _ hD.ne']
  -- the energy along a line is a parabola
  have line : ∀ (d : n → ℝ) (r : ℝ), energy H (e - r • d)
      = energy H e - 2 * r * (H *ᵥ e ⬝ᵥ d) + r ^ 2 * energy H d := by
    intro d r
    have h : Hᵀ = H := (conjTranspose_eq_transpose_of_trivial H).symm.trans hH.isHermitian
    have h1 : e ⬝ᵥ H *ᵥ d = H *ᵥ e ⬝ᵥ d := by
      rw [dotProduct_mulVec, ← mulVec_transpose, h]
    have h2 := dotProduct_comm d (H *ᵥ e)
    simp only [energy, mulVec_sub, mulVec_smul, sub_dotProduct, dotProduct_sub,
      smul_dotProduct, dotProduct_smul, smul_eq_mul, h1, h2]
    ring
  rw [step, line, line, hp]
  nlinarith [mul_nonneg hD.le (sq_nonneg (t - stepLength A H e))]
```

The proof treats d = 0 separately. Then `line` is the parabola, `hp` rewrites ⟨He,d⟩ as t*⟨d,Hd⟩, and `nlinarith` receives the nonnegative square.

Symmetry and invertibility of H are not enough here. For the numbers A = 1, H = −1, e = 1, the formula gives t* = −1 and lands on zero energy, which is the maximum along the line.

## A positive definite: a preconditioner that is also a metric

Physically, all occupied–virtual gaps are positive. Mathematically, ⟨x,Ay⟩ is then an inner product in which A⁻¹H is symmetric whenever H is, so there are normal modes, as for coupled oscillators with mass matrix A.

To construct them, write A = UΛUᵀ and set W = UΛ^(−1/2), so that WᵀAW = 1 and A⁻¹ = WWᵀ. Diagonalise the symmetric matrix WᵀHW by an orthogonal Q, with eigenvalues μ_i, and put V = WQ. Then

VᵀAV = QᵀQ = 1,
A⁻¹HV = W(WᵀHW)Q = V diag(μ).

```lean
/-- For positive definite `A` and symmetric `H` there is a basis of eigenvectors of
`A⁻¹ H`, the columns of `V`, that is orthonormal in the metric `A`. -/
theorem exists_normal_modes (hA : A.PosDef) (hH : H.IsHermitian) :
    ∃ (V : Matrix n n ℝ) (μ : n → ℝ),
      Vᵀ * A * V = 1 ∧ A⁻¹ * H * V = V * diagonal μ := by
  have diag : ∀ {S : Matrix n n ℝ} (hS : S.IsHermitian),
      ∃ U : Matrix n n ℝ, Uᵀ * U = 1 ∧ S * U = U * diagonal hS.eigenvalues := by
    intro S hS
    refine ⟨Matrix.of fun i j => (hS.eigenvectorBasis j).ofLp i, ?_, ?_⟩
    · ext i j
      have h := orthonormal_iff_ite.mp hS.eigenvectorBasis.orthonormal i j
      rw [PiLp.inner_apply] at h
      rw [Matrix.mul_apply, Matrix.one_apply, ← h]
      exact Finset.sum_congr rfl fun k _ => by simp [mul_comm]
    · ext i j
      refine (congrFun (hS.mulVec_eigenvectorBasis j) i).trans ?_
      rw [Matrix.mul_diagonal]
      simp [mul_comm]
  -- first make the metric `A` the identity
  obtain ⟨W, hW⟩ : ∃ W : Matrix n n ℝ, Wᵀ * A * W = 1 := by
    obtain ⟨U, hU, hAU⟩ := diag hA.isHermitian
    let r : n → ℝ := fun i => (√(hA.isHermitian.eigenvalues i))⁻¹
    have hr : ∀ i, r i * hA.isHermitian.eigenvalues i * r i = 1 := by
      intro i
      have hp : 0 < hA.isHermitian.eigenvalues i := hA.eigenvalues_pos i
      change (√_)⁻¹ * _ * (√_)⁻¹ = 1
      rw [mul_right_comm, ← mul_inv, Real.mul_self_sqrt hp.le, inv_mul_cancel₀ hp.ne']
    refine ⟨U * diagonal r, ?_⟩
    calc (U * diagonal r)ᵀ * A * (U * diagonal r)
        = diagonal r * (Uᵀ * (A * U)) * diagonal r := by
          simp only [transpose_mul, diagonal_transpose, Matrix.mul_assoc]
      _ = diagonal r * diagonal hA.isHermitian.eigenvalues * diagonal r := by
          rw [hAU, ← Matrix.mul_assoc Uᵀ, hU, Matrix.one_mul]
      _ = 1 := by
          simp only [diagonal_mul_diagonal, hr]
          exact diagonal_one
  -- then rotate `H` to diagonal form
  have hS : (Wᵀ * H * W).IsHermitian := by
    have h : Hᵀ = H := (conjTranspose_eq_transpose_of_trivial H).symm.trans hH
    rw [IsHermitian, conjTranspose_eq_transpose_of_trivial]
    simp only [transpose_mul, transpose_transpose, h, Matrix.mul_assoc]
  obtain ⟨Q, hQ, hSQ⟩ := diag hS
  have hi : A⁻¹ = W * Wᵀ := inv_eq_left_inv (by
    rw [Matrix.mul_assoc]; exact mul_eq_one_comm.mp hW)
  refine ⟨W * Q, hS.eigenvalues, ?_, ?_⟩
  · calc (W * Q)ᵀ * A * (W * Q) = Qᵀ * (Wᵀ * A * W) * Q := by
          simp only [transpose_mul, Matrix.mul_assoc]
      _ = 1 := by rw [hW, Matrix.mul_one, hQ]
  · calc A⁻¹ * H * (W * Q) = W * (Wᵀ * H * W * Q) := by
          rw [hi]; simp only [Matrix.mul_assoc]
      _ = W * (Q * diagonal hS.eigenvalues) := congrArg (W * ·) hSQ
      _ = W * Q * diagonal hS.eigenvalues := (Matrix.mul_assoc _ _ _).symm
```

The local lemma `diag` supplies an orthogonal matrix of eigenvectors. It is used once for A, to build `W`, and once for WᵀHW, to give `Q`.

For e = Vx, the direction is d = V(μx), with the product taken mode by mode. Since He = Ad, A-orthonormality gives

⟨e,He⟩ = ⟨e,Ad⟩ = Σ_i μ_i x_i²,
⟨He,d⟩ = ⟨d,Ad⟩ = Σ_i (μ_i x_i)².

```lean
/-- In `A`-orthonormal normal modes, for positive definite `A`, the direction multiplies
each amplitude by its eigenvalue, and `⟨e, H e⟩` and `⟨H e, A⁻¹ H e⟩` are sums over modes. -/
theorem mode_sums (hA : A.PosDef) {V : Matrix n n ℝ} {μ : n → ℝ} (hV : Vᵀ * A * V = 1)
    (hM : A⁻¹ * H * V = V * diagonal μ) (x : n → ℝ) :
    direction A H (V *ᵥ x) = V *ᵥ (μ * x) ∧
    energy H (V *ᵥ x) = ∑ i, μ i * x i ^ 2 ∧
    H *ᵥ (V *ᵥ x) ⬝ᵥ direction A H (V *ᵥ x) = ∑ i, (μ i * x i) ^ 2 := by
  have hform : ∀ y z, (V *ᵥ y) ⬝ᵥ A *ᵥ (V *ᵥ z) = y ⬝ᵥ z := by
    intro y z
    have h : y ⬝ᵥ (Vᵀ * A * V) *ᵥ z = y ⬝ᵥ z := by rw [hV, one_mulVec]
    rw [← h, ← mulVec_mulVec, ← mulVec_mulVec, dotProduct_mulVec y, vecMul_transpose]
  have hAd : A *ᵥ direction A H (V *ᵥ x) = H *ᵥ (V *ᵥ x) := by
    rw [direction, mulVec_mulVec, mul_nonsing_inv _ hA.det_pos.ne'.isUnit, one_mulVec]
  have hdir : direction A H (V *ᵥ x) = V *ᵥ (μ * x) := by
    have h : diagonal μ *ᵥ x = μ * x := by
      ext i
      rw [mulVec_diagonal, Pi.mul_apply]
    rw [← h]
    simp only [direction, mulVec_mulVec, ← hM, Matrix.mul_assoc]
  refine ⟨hdir, ?_, ?_⟩
  · rw [energy, ← hAd, hdir, hform]
    simp only [dotProduct, Pi.mul_apply]
    exact Finset.sum_congr rfl fun i _ => by ring
  · rw [← hAd, hdir, dotProduct_comm, hform]
    simp only [dotProduct, Pi.mul_apply]
    exact Finset.sum_congr rfl fun i _ => by ring
```

In the proof, `hform` is A-orthonormality, `hAd` is Ad = He, and `hdir` is the formula for d.

Positivity of the quadratic form ⟨x,Ax⟩ without symmetry of A does not suffice for the contraction bound below. Take H = 1 and A with rows (1,−1) and (0,1). The only eigenvalue of A⁻¹H is 1, so a = b = 1 would promise convergence in one step. From e = (0,1), however, d = (1,1) and t* = 1/2, and half the energy remains. In Lean, `PosDef` includes symmetry.

## Eigenvalues of A⁻¹H in [a,b]: how far the response distorts the gaps

If K = 0, every eigenvalue is 1. The interval [a,b] bounds how strongly the response softens or stiffens the modes relative to A. The condition 0 < a ≤ b keeps the factor below one.

The exact step is at least as good as the fixed step t = 2/(a+b), which turns each x_i into (1 − 2μ_i/(a+b))x_i. Moreover,

(b−a)² − (a+b−2μ_i)² = 4(μ_i−a)(b−μ_i) ≥ 0.

Dividing by (a+b)², multiplying by μ_i x_i² ≥ 0 and summing over i gives

⟨e′,He′⟩ ≤ ((b−a)/(b+a))² ⟨e,He⟩,

where e′ is the error after the exact step.

```lean
/-- For positive definite `A` and `H` with the eigenvalues of `A⁻¹ H` in `[a, b]`,
`0 < a ≤ b`, one exact line search multiplies the error energy by at most
`((b - a) / (b + a))²`. -/
theorem energy_step_le (hA : A.PosDef) (hH : H.PosDef) (ha : 0 < a) (hab : a ≤ b)
    (hspec : ∀ μ, IsEigenvalue (A⁻¹ * H) μ → μ ∈ Set.Icc a b) (e : n → ℝ) :
    energy H (step A H e) ≤ ((b - a) / (b + a)) ^ 2 * energy H e := by
  obtain ⟨V, μ, hV, hM⟩ := exists_normal_modes hA hH.isHermitian
  have hμ : ∀ i, μ i ∈ Set.Icc a b := by
    intro i
    refine hspec _ ⟨V *ᵥ (Pi.single i 1 : n → ℝ), fun h => ?_, ?_⟩
    · have h1 : (Vᵀ * A * V) *ᵥ (Pi.single i 1 : n → ℝ) = 0 := by
        rw [← mulVec_mulVec, h, mulVec_zero]
      rw [hV, one_mulVec] at h1
      simpa using congrFun h1 i
    · rw [mulVec_mulVec, hM, ← mulVec_mulVec, ← mulVec_smul]
      congr 1
      ext j
      rw [mulVec_diagonal, Pi.smul_apply, smul_eq_mul]
      by_cases h : j = i
      · rw [h]
      · simp [h]
  obtain ⟨c, rfl⟩ : ∃ c, V *ᵥ c = e :=
    ⟨(Vᵀ * A) *ᵥ e, by rw [mulVec_mulVec, mul_eq_one_comm.mp hV, one_mulVec]⟩
  -- compare with the fixed step length `2 / (b + a)`, mode by mode
  refine (energy_step_minimal hH _ (2 / (b + a))).trans ?_
  rw [(mode_sums hA hV hM c).1, ← mulVec_smul, ← mulVec_sub,
    (mode_sums hA hV hM _).2.1, (mode_sums hA hV hM c).2.1, Finset.mul_sum]
  refine Finset.sum_le_sum fun i _ => ?_
  simp only [Pi.sub_apply, Pi.smul_apply, Pi.mul_apply, smul_eq_mul]
  obtain ⟨h1, h2⟩ := hμ i
  have hz : (b + a) * (b + a)⁻¹ = 1 := mul_inv_cancel₀ (by linarith)
  have h3 : ((b - a) / (b + a)) ^ 2 * (μ i * c i ^ 2)
      - μ i * (c i - 2 / (b + a) * (μ i * c i)) ^ 2
      = 4 * ((b + a)⁻¹ * c i) ^ 2 * (μ i * ((μ i - a) * (b - μ i))) := by
    linear_combination
      μ i * c i ^ 2 * (1 + (b + a) * (b + a)⁻¹ - 4 * (b + a)⁻¹ * μ i) * hz
  have h4 : 0 ≤ μ i * ((μ i - a) * (b - μ i)) :=
    mul_nonneg (ha.le.trans h1) (mul_nonneg (sub_nonneg.mpr h1) (sub_nonneg.mpr h2))
  have h5 : 0 ≤ 4 * ((b + a)⁻¹ * c i) ^ 2 * (μ i * ((μ i - a) * (b - μ i))) :=
    mul_nonneg (by positivity) h4
  linarith
```

The hypothesis `hspec` places every eigenvalue in the closed interval, and `hμ` transfers this to each μ_i by exhibiting column i of V as an eigenvector. The amplitudes x_i are called `c i` here. `energy_step_minimal` brings in the fixed step, `h3` is the identity above with its prefactors, and `Finset.sum_le_sum` adds the modes.

An interval that misses an eigenvalue can give a false bound. For A = 1, H = diag(1,3) and e = (3,1), the exact step has t* = 1/2 and lowers the energy from 12 to 3, a factor of 1/4. The interval [1,2] would promise 1/9.

In the limiting case a = b the factor is zero, and one step reaches the solution. This includes every one-parameter problem, with a = b = H/A.

## Both ends attained, a < b: the zigzag that never speeds up

Now a and b are themselves eigenvalues: the softest and stiffest modes when [a,b] is the tightest interval containing the spectrum. Let v_i and v_j be A-normalised modes with μ_i = a and μ_j = b, and take e = p v_i + r v_j with p ≠ 0 and (ap)² = (br)². Then

t* = ((ap)² + (br)²)/(a(ap)² + b(br)²) = 2/(a+b).

With q = (b−a)/(b+a), the step sends p to qp and r to −qr. The condition on p and r survives, and the energy ap² + br² is multiplied by q². The start p = b, r = a therefore repeats this factor forever; its A-normalised form is (b v_i + a v_j)/√(a²+b²).

```lean
/-- For positive definite `A` and `H`, if `0 < a < b` are eigenvalues of `A⁻¹ H`, some
start has only nonzero iterates and its energy is multiplied by exactly
`((b - a) / (b + a))²` at every step. -/
theorem energy_step_sharp (hA : A.PosDef) (hH : H.PosDef) (ha : 0 < a) (hab : a < b)
    (hea : IsEigenvalue (A⁻¹ * H) a) (heb : IsEigenvalue (A⁻¹ * H) b) :
    ∃ e : n → ℝ, ∀ k : ℕ, (step A H)^[k] e ≠ 0 ∧
      energy H ((step A H)^[k + 1] e)
        = ((b - a) / (b + a)) ^ 2 * energy H ((step A H)^[k] e) := by
  have hb : 0 < b := ha.trans hab
  obtain ⟨V, μ, hV, hM⟩ := exists_normal_modes hA hH.isHermitian
  -- every eigenvalue belongs to a normal mode
  have mode : ∀ t, IsEigenvalue (A⁻¹ * H) t → ∃ i, μ i = t := by
    rintro t ⟨v, hv, h⟩
    by_contra hne
    have hVv : V *ᵥ ((Vᵀ * A) *ᵥ v) = v := by
      rw [mulVec_mulVec, mul_eq_one_comm.mp hV, one_mulVec]
    have hD : diagonal μ = Vᵀ * A * (A⁻¹ * H * V) := by
      rw [hM, ← Matrix.mul_assoc, hV, Matrix.one_mul]
    have hc : diagonal μ *ᵥ ((Vᵀ * A) *ᵥ v) = t • ((Vᵀ * A) *ᵥ v) := by
      rw [hD, ← mulVec_mulVec _ (Vᵀ * A) (A⁻¹ * H * V),
        ← mulVec_mulVec _ (A⁻¹ * H) V, hVv, h, mulVec_smul]
    have hz : (Vᵀ * A) *ᵥ v = 0 := by
      ext i
      have h1 := congrFun hc i
      rw [mulVec_diagonal, Pi.smul_apply, smul_eq_mul] at h1
      exact (mul_eq_mul_right_iff.mp h1).resolve_left fun h2 => hne ⟨i, h2⟩
    exact hv (by rw [← hVv, hz, mulVec_zero])
  obtain ⟨i, hi⟩ := mode a hea
  obtain ⟨j, hj⟩ := mode b heb
  have hij : j ≠ i := fun h => hab.ne (by rw [← hi, ← hj, h])
  -- amplitudes `p`, `r` in two modes with eigenvalues `a`, `b`
  let x : ℝ → ℝ → n → ℝ := fun p r k => if k = i then p else if k = j then r else 0
  have hsum : ∀ F : ℝ → ℝ → ℝ, (∀ m, F m 0 = 0) → ∀ p r,
      ∑ k, F (μ k) (x p r k) = F a p + F b r := by
    intro F hF p r
    rw [Fintype.sum_eq_add i j hij.symm (fun k hk => by simp [x, hk.1, hk.2, hF])]
    simp [x, hij, hi, hj]
  have hE : ∀ p r, energy H (V *ᵥ x p r) = a * p ^ 2 + b * r ^ 2 := fun p r =>
    (mode_sums hA hV hM _).2.1.trans (hsum (fun m y => m * y ^ 2) (fun m => by simp) p r)
  obtain ⟨q, hq⟩ : ∃ q, q = (b - a) / (b + a) := ⟨_, rfl⟩
  have hq0 : q ≠ 0 := by
    rw [hq]
    exact (div_pos (sub_pos.mpr hab) (by positivity)).ne'
  -- zigzag: both amplitudes shrink by `q` and one changes sign
  have hstep : ∀ p r, p ≠ 0 → (a * p) ^ 2 = (b * r) ^ 2 →
      step A H (V *ᵥ x p r) = V *ᵥ x (q * p) (-(q * r)) := by
    intro p r hp h
    obtain ⟨h1, -, h3⟩ := mode_sums hA hV hM (x p r)
    have n1 : ∑ k, (μ k * x p r k) ^ 2 = (a * p) ^ 2 + (b * r) ^ 2 :=
      hsum (fun m y => (m * y) ^ 2) (fun m => by simp) p r
    have n2 : energy H (V *ᵥ (μ * x p r)) = a * (a * p) ^ 2 + b * (b * r) ^ 2 :=
      (mode_sums hA hV hM _).2.1.trans
        (hsum (fun m y => m * (m * y) ^ 2) (fun m => by simp) p r)
    have ht : stepLength A H (V *ᵥ x p r) = 2 / (b + a) := by
      rw [stepLength, h3, h1, n1, n2, ← h,
        div_eq_div_iff (by positivity) (by positivity)]
      ring
    have hz : (b + a) * (b + a)⁻¹ = 1 := mul_inv_cancel₀ (by positivity)
    rw [step, ht, h1, ← mulVec_smul, ← mulVec_sub]
    congr 1
    ext k
    simp only [x, Pi.sub_apply, Pi.smul_apply, Pi.mul_apply, smul_eq_mul]
    split_ifs with h5 h6
    · rw [h5, hi]
      linear_combination -p * hz - p * hq
    · rw [h6, hj]
      linear_combination -r * hz + r * hq
    · ring
  have inv : ∀ k : ℕ, ∃ p r, p ≠ 0 ∧ (a * p) ^ 2 = (b * r) ^ 2 ∧
      (step A H)^[k] (V *ᵥ x b a) = V *ᵥ x p r := by
    intro k
    induction k with
    | zero => exact ⟨b, a, hb.ne', by ring, rfl⟩
    | succ k ih =>
      obtain ⟨p, r, hp, h, he⟩ := ih
      exact ⟨q * p, -(q * r), mul_ne_zero hq0 hp, by linear_combination q ^ 2 * h,
        by rw [Function.iterate_succ_apply', he, hstep p r hp h]⟩
  refine ⟨V *ᵥ x b a, fun k => ?_⟩
  obtain ⟨p, r, hp, h, he⟩ := inv k
  rw [Function.iterate_succ_apply', he, hstep p r hp h, hE, hE, ← hq]
  refine ⟨fun h0 => ?_, by ring⟩
  have h1 : 0 < a * p ^ 2 + b * r ^ 2 := by positivity
  rw [← hE, h0] at h1
  simp [energy] at h1

end

end OptimalDamping
```

The notation `(step A H)^[k]` means k successive steps. The lemma `mode` finds a normal mode for each given eigenvalue, `hstep` is the zigzag, and the induction `inv` carries the condition on p and r through all k. Positive energy then shows that no iterate vanishes.

If a and b are only bounds, the factor need not be attained: for A = 1, H = 2 and [a,b] = [1,3], every start reaches zero in one step.

For SCF practice, within the quadratic model and with one damping parameter per step, choosing the step length that minimises the energy does not remove the dependence of the worst-case rate on b/a; a preconditioner that lowers b/a improves the guaranteed rate. EDIIS and ADIIS, which combine several earlier iterates, are different iterations from the one analysed here.

```lean
#print axioms OptimalDamping.energy_step_le
#print axioms OptimalDamping.energy_step_sharp
```

```
'OptimalDamping.energy_step_le' depends on axioms: [propext, Classical.choice, Quot.sound]
'OptimalDamping.energy_step_sharp' depends on axioms: [propext, Classical.choice, Quot.sound]
```
